# A periodic gauge change that respects time reversal on a Kramers pair has even determinant winding

A 2π-periodic U(2) gauge change that respects time reversal on a Kramers pair has determinant 1 at k = 0 and k = π. Any continuous phase angle of its determinant changes by an integer multiple of 4π from k = -π to k = π.

In Lean 4 with Mathlib:

```lean
import Mathlib

open Matrix ComplexConjugate
open scoped Real

namespace KramersGaugeWinding

noncomputable section

/-- The matrix `J` through which time reversal acts on a Kramers pair. -/
def J : Matrix (Fin 2) (Fin 2) ℂ := !![0, 1; -1, 0]

/-- The phase factor `exp(i x)` of a real angle `x`. -/
def phase (x : ℝ) : ℂ := Complex.exp (Complex.I * x)

/-- A periodic orthonormal frame of two Bloch states on which the antilinear operator `W ∘ conj`
acts through `J`, sending momentum `k` to `-k`. -/
structure IsKramersFrame {ι : Type*} [Fintype ι] (W : Matrix ι ι ℂ)
    (Ψ : ℝ → Matrix ι (Fin 2) ℂ) : Prop where
  orthonormal : ∀ k, (Ψ k)ᴴ * Ψ k = 1
  periodic : ∀ k, Ψ (k + 2 * π) = Ψ k
  timeReversal : ∀ k, Ψ (-k) = W * (Ψ k).map conj * J⁻¹

/-- A periodic `U(2)` gauge change compatible with time reversal:
`U(-k) = J conj(U(k)) J⁻¹`. -/
structure IsKramersGauge (U : ℝ → Matrix (Fin 2) (Fin 2) ℂ) : Prop where
  unitary : ∀ k, U k ∈ Matrix.unitaryGroup (Fin 2) ℂ
  periodic : ∀ k, U (k + 2 * π) = U k
  timeReversal : ∀ k, U (-k) = J * (U k).map conj * J⁻¹

/-- The diagonal gauge change with entries `exp(i m k)` and `exp(i n k)`. -/
def diagGauge (m n : ℤ) (k : ℝ) : Matrix (Fin 2) (Fin 2) ℂ :=
  !![phase (m * k), 0; 0, phase (n * k)]

/-- The inverse of `J` is its negative, written out in entries. -/
theorem J_inv : J⁻¹ = !![0, -1; 1, 0] := by
  apply Matrix.inv_eq_right_inv
  ext i j
  fin_cases i <;> fin_cases j <;> simp [J, Matrix.mul_apply, Fin.sum_univ_succ]

/-- The time-reversed matrix `J conj(A) J⁻¹` in terms of the entries of `A`. -/
theorem timeReversed_entries (A : Matrix (Fin 2) (Fin 2) ℂ) :
    J * A.map conj * J⁻¹ =
      !![conj (A 1 1), -conj (A 1 0); -conj (A 0 1), conj (A 0 0)] := by
  rw [J_inv]
  ext i j
  fin_cases i <;> fin_cases j <;>
    simp [J, Matrix.mul_apply, Matrix.vecMul, dotProduct, Fin.sum_univ_succ]

/-- The overlap matrix of two Kramers frames that span the same bands at every momentum, for the
same unitary `W`, is a time-reversal compatible gauge change. -/
theorem overlap_isKramersGauge {ι : Type*} [Fintype ι] [DecidableEq ι]
    {W : Matrix ι ι ℂ} {Ψ Φ : ℝ → Matrix ι (Fin 2) ℂ}
    (hW : W ∈ Matrix.unitaryGroup ι ℂ)
    (hΨ : IsKramersFrame W Ψ) (hΦ : IsKramersFrame W Φ)
    (hP : ∀ k, Ψ k * (Ψ k)ᴴ = Φ k * (Φ k)ᴴ) :
    IsKramersGauge (fun k => (Ψ k)ᴴ * Φ k) := by
  refine ⟨fun k => ?_, fun k => ?_, fun k => ?_⟩
  · -- equal band projectors make the overlap matrix unitary
    rw [Matrix.mem_unitaryGroup_iff]
    change ((Ψ k)ᴴ * Φ k) * ((Ψ k)ᴴ * Φ k)ᴴ = 1
    calc ((Ψ k)ᴴ * Φ k) * ((Ψ k)ᴴ * Φ k)ᴴ
        = (Ψ k)ᴴ * (Φ k * (Φ k)ᴴ) * Ψ k := by
          simp only [conjTranspose_mul, conjTranspose_conjTranspose, Matrix.mul_assoc]
      _ = ((Ψ k)ᴴ * Ψ k) * ((Ψ k)ᴴ * Ψ k) := by
          rw [← hP k]
          simp only [Matrix.mul_assoc]
      _ = 1 := by rw [hΨ.orthonormal, Matrix.one_mul]
  · rw [hΨ.periodic, hΦ.periodic]
  · -- the unitary `W` cancels between the two frames
    have hW' : Wᴴ * W = 1 := Matrix.mem_unitaryGroup_iff'.1 hW
    have hJ : (J⁻¹)ᴴ = J := by
      rw [J_inv]
      ext i j
      fin_cases i <;> fin_cases j <;> simp [J]
    have hc : ((Ψ k).map conj)ᴴ * (Φ k).map conj = ((Ψ k)ᴴ * Φ k).map conj := by
      ext i j
      simp [Matrix.mul_apply, map_sum]
    change (Ψ (-k))ᴴ * Φ (-k) = J * ((Ψ k)ᴴ * Φ k).map conj * J⁻¹
    rw [hΨ.timeReversal, hΦ.timeReversal]
    calc (W * (Ψ k).map conj * J⁻¹)ᴴ * (W * (Φ k).map conj * J⁻¹)
        = (J⁻¹)ᴴ * (((Ψ k).map conj)ᴴ * ((Wᴴ * W) * (Φ k).map conj)) * J⁻¹ := by
          simp only [conjTranspose_mul, Matrix.mul_assoc]
      _ = J * ((Ψ k)ᴴ * Φ k).map conj * J⁻¹ := by
          rw [hW', Matrix.one_mul, hJ, hc]

/-- A unitary 2×2 matrix that equals its own time reverse has determinant 1. -/
theorem det_eq_one_of_invariant {A : Matrix (Fin 2) (Fin 2) ℂ}
    (hA : A ∈ Matrix.unitaryGroup (Fin 2) ℂ) (hT : A = J * A.map conj * J⁻¹) :
    A.det = 1 := by
  rw [timeReversed_entries] at hT
  have h11 : A 1 1 = conj (A 0 0) := by
    simpa using congrArg (fun M : Matrix (Fin 2) (Fin 2) ℂ => M 1 1) hT
  have h10 : A 1 0 = -conj (A 0 1) := by
    simpa using congrArg (fun M : Matrix (Fin 2) (Fin 2) ℂ => M 1 0) hT
  -- the determinant is the squared norm of the first row
  have hrow : A 0 0 * conj (A 0 0) + A 0 1 * conj (A 0 1) = 1 := by
    have h := congrArg (fun M : Matrix (Fin 2) (Fin 2) ℂ => M 0 0)
      (Matrix.mem_unitaryGroup_iff.1 hA)
    simpa [Matrix.mul_apply, Fin.sum_univ_succ, Matrix.star_apply] using h
  rw [Matrix.det_fin_two, h11, h10]
  linear_combination hrow

/-- A phase factor equals 1 exactly when its angle is an integer multiple of `2π`. -/
theorem phase_eq_one_iff (x : ℝ) : phase x = 1 ↔ ∃ n : ℤ, x = 2 * π * n := by
  rw [phase, Complex.exp_eq_one_iff]
  constructor
  · rintro ⟨n, hn⟩
    refine ⟨n, Complex.ofReal_injective ?_⟩
    apply mul_left_cancel₀ Complex.I_ne_zero
    rw [hn]
    push_cast
    ring
  · rintro ⟨n, rfl⟩
    exact ⟨n, by push_cast; ring⟩

/-- For a time-reversal compatible gauge change, a continuous phase `θ` of the determinant
is odd in momentum about its value at `k = 0`. -/
theorem phase_add_neg {U : ℝ → Matrix (Fin 2) (Fin 2) ℂ} (hU : IsKramersGauge U)
    {θ : ℝ → ℝ} (hθ : Continuous θ) (hdet : ∀ k, (U k).det = phase (θ k)) (k : ℝ) :
    θ k + θ (-k) = 2 * θ 0 := by
  -- time reversal conjugates the determinant, so the sum is a multiple of 2π
  have hint : ∀ q, ∃ n : ℤ, θ q + θ (-q) = 2 * π * n := by
    intro q
    rw [← phase_eq_one_iff]
    have h : (U (-q)).det = conj (U q).det := by
      rw [hU.timeReversal, timeReversed_entries, Matrix.det_fin_two_of,
        Matrix.det_fin_two, map_sub, map_mul, map_mul]
      ring
    rw [hdet, hdet, phase, phase, ← Complex.exp_conj] at h
    rw [phase, Complex.ofReal_add, mul_add, Complex.exp_add, h, ← Complex.exp_add]
    simp
  have hcont : Continuous (fun q => θ q + θ (-q)) := hθ.add (hθ.comp continuous_neg)
  -- a continuous function with values in 2πℤ cannot jump
  have hle : ∀ a b, θ a + θ (-a) ≤ θ b + θ (-b) := by
    intro a b
    by_contra hlt
    rw [not_le] at hlt
    obtain ⟨m, hm⟩ := hint a
    obtain ⟨n, hn⟩ := hint b
    rw [hm, hn] at hlt
    have hnm : (n : ℝ) < m := lt_of_mul_lt_mul_left hlt (by positivity)
    have hnm' : (n : ℝ) + 1 ≤ m := by
      have h : n < m := by exact_mod_cast hnm
      exact_mod_cast h
    have hb : θ b + θ (-b) ≤ π * (2 * n + 1) := by
      rw [hn]
      nlinarith [Real.pi_pos]
    have ha : π * (2 * n + 1) ≤ θ a + θ (-a) := by
      rw [hm]
      nlinarith [Real.pi_pos, mul_le_mul_of_nonneg_left hnm' Real.pi_pos.le]
    obtain ⟨x, hx⟩ := mem_range_of_exists_le_of_exists_ge hcont ⟨b, hb⟩ ⟨a, ha⟩
    obtain ⟨p, hp⟩ := hint x
    have h2 : (2 * n + 1 : ℝ) = 2 * p := by
      apply mul_left_cancel₀ Real.pi_ne_zero
      linarith
    have h3 : 2 * n + 1 = 2 * p := by exact_mod_cast h2
    omega
  have h := le_antisymm (hle k 0) (hle 0 k)
  rw [neg_zero] at h
  linarith

/-- Even winding: a periodic, time-reversal compatible `U(2)` gauge change has determinant 1
at `k = 0` and `k = π`, and a continuous phase of its determinant changes by an integer
multiple of `4π` across the Brillouin zone. -/
theorem det_winding_even {U : ℝ → Matrix (Fin 2) (Fin 2) ℂ} (hU : IsKramersGauge U)
    {θ : ℝ → ℝ} (hθ : Continuous θ) (hdet : ∀ k, (U k).det = phase (θ k)) :
    (U 0).det = 1 ∧ (U π).det = 1 ∧ ∃ n : ℤ, θ π - θ (-π) = 4 * π * n := by
  have h0 : (U 0).det = 1 := by
    have h := hU.timeReversal 0
    rw [neg_zero] at h
    exact det_eq_one_of_invariant (hU.unitary 0) h
  have hπ : (U π).det = 1 := by
    have h := hU.timeReversal π
    have hp := hU.periodic (-π)
    rw [show -π + 2 * π = π by ring] at hp
    rw [← hp] at h
    exact det_eq_one_of_invariant (hU.unitary π) h
  refine ⟨h0, hπ, ?_⟩
  -- both invariant momenta carry a phase in 2πℤ
  obtain ⟨a, ha⟩ := (phase_eq_one_iff _).1 ((hdet 0).symm.trans h0)
  obtain ⟨b, hb⟩ := (phase_eq_one_iff _).1 ((hdet π).symm.trans hπ)
  refine ⟨b - a, ?_⟩
  push_cast
  linear_combination 2 * hb - 2 * ha - phase_add_neg hU hθ hdet π

/-- Diagonal gauge changes are unitary, periodic and compatible with spinless time reversal
`U(-k) = conj(U(k))`, and their determinant has the phase `(m + n) k` for any integers
`m` and `n`. -/
theorem spinless_any_winding (m n : ℤ) (k : ℝ) :
    diagGauge m n k ∈ Matrix.unitaryGroup (Fin 2) ℂ ∧
    diagGauge m n (k + 2 * π) = diagGauge m n k ∧
    diagGauge m n (-k) = (diagGauge m n k).map conj ∧
    (diagGauge m n k).det = phase ((m + n) * k) := by
  have hc : ∀ x, conj (phase x) = phase (-x) := by
    intro x
    simp [phase, ← Complex.exp_conj]
  have ha : ∀ x y, phase x * phase y = phase (x + y) := by
    intro x y
    simp only [phase, Complex.ofReal_add, mul_add, Complex.exp_add]
  have h0 : phase 0 = 1 := by simp [phase]
  refine ⟨?_, ?_, ?_, ?_⟩
  · rw [Matrix.mem_unitaryGroup_iff]
    ext i j
    fin_cases i <;> fin_cases j <;>
      simp [diagGauge, Matrix.mul_apply, Fin.sum_univ_succ, Matrix.star_apply, hc, ha, h0]
  · have hp : ∀ l : ℤ, phase (l * (k + 2 * π)) = phase (l * k) := by
      intro l
      rw [show (l : ℝ) * (k + 2 * π) = l * k + 2 * π * l by ring, ← ha,
        (phase_eq_one_iff (2 * π * l)).2 ⟨l, rfl⟩, mul_one]
    simp only [diagGauge, hp]
  · ext i j
    fin_cases i <;> fin_cases j <;> simp [diagGauge, hc]
  · rw [diagGauge, Matrix.det_fin_two_of, mul_zero, sub_zero, ha, ← add_mul]

/-- Every even winding occurs: equal diagonal phases `exp(i n k)` form a time-reversal
compatible gauge change whose determinant has the phase `2 n k`. -/
theorem every_even_winding (n : ℤ) :
    IsKramersGauge (diagGauge n n) ∧
    ∀ k, (diagGauge n n k).det = phase (2 * n * k) := by
  refine ⟨⟨fun k => (spinless_any_winding n n k).1,
    fun k => (spinless_any_winding n n k).2.1, fun k => ?_⟩, fun k => ?_⟩
  · rw [timeReversed_entries, (spinless_any_winding n n k).2.2.1]
    ext i j
    fin_cases i <;> fin_cases j <;> simp [diagGauge]
  · rw [(spinless_any_winding n n k).2.2.2, two_mul]

/-- With `W = J`, the constant frame and the frame with phases `exp(i k)` are two Kramers
frames spanning the same bands. -/
theorem overlap_isKramersGauge_witness :
    J ∈ Matrix.unitaryGroup (Fin 2) ℂ ∧
    IsKramersFrame J (diagGauge 0 0) ∧ IsKramersFrame J (diagGauge 1 1) ∧
    ∀ k, diagGauge 0 0 k * (diagGauge 0 0 k)ᴴ = diagGauge 1 1 k * (diagGauge 1 1 k)ᴴ := by
  have hF : ∀ n : ℤ, IsKramersFrame J (diagGauge n n) := fun n =>
    ⟨fun k => Matrix.mem_unitaryGroup_iff'.1 ((every_even_winding n).1.unitary k),
      (every_even_winding n).1.periodic, (every_even_winding n).1.timeReversal⟩
  have hP : ∀ (n : ℤ) (k : ℝ), diagGauge n n k * (diagGauge n n k)ᴴ = 1 := fun n k =>
    Matrix.mem_unitaryGroup_iff.1 ((every_even_winding n).1.unitary k)
  refine ⟨?_, hF 0, hF 1, fun k => (hP 0 k).trans (hP 1 k).symm⟩
  rw [Matrix.mem_unitaryGroup_iff]
  ext i j
  fin_cases i <;> fin_cases j <;>
    simp [J, Matrix.mul_apply, Fin.sum_univ_succ, Matrix.star_apply]

end

end KramersGaugeWinding
```

```lean
#print axioms KramersGaugeWinding.overlap_isKramersGauge
#print axioms KramersGaugeWinding.det_winding_even
```

```
'KramersGaugeWinding.overlap_isKramersGauge' depends on axioms: [propext, Classical.choice, Quot.sound]
'KramersGaugeWinding.det_winding_even' depends on axioms: [propext, Classical.choice, Quot.sound]
```

## From half a Brillouin zone to a winding number

In a two-dimensional insulator with time reversal, the occupied bands on half of the Brillouin zone determine those on the other half. The half zone is a cylinder, and time reversal maps each of its two boundary loops to itself by k → -k. The cylinder can be closed by contracting each boundary loop to a point while keeping the symmetry, and the closed surface then has a Chern number. The contraction is not unique, so one has to know how far the Chern number depends on it.

Each contraction of a loop supplies a periodic frame of Bloch states on that loop that respects time reversal. Two such frames differ by a unitary matrix U(k), and the Chern number shifts, up to an orientation sign, by the winding of det U. This identification is the step from the model to the insulator that has to be supplied separately: the code contains the winding statement and defines no contraction or Chern number. Given that step, for one Kramers pair of non-interacting bands, the Chern number is ambiguous by even integers and its parity is well defined.

## Kramers frames and gauge changes in the code

The matrix `J` is [[0, 1], [-1, 0]], which is iσ_y in terms of the Pauli matrix σ_y. The function `phase` returns the complex number exp(ix), not the angle x; the angle of the determinant is θ. Matrix indices start at 0, `ᴴ` is the conjugate transpose, and `.map conj` conjugates entries without transposing.

`IsKramersFrame W Ψ` describes two orthonormal, 2π-periodic columns ψ₀(k), ψ₁(k) in a finite orbital basis `ι`. The operator Θ = W∘conj, with W independent of k, is antilinear; it is antiunitary when W is unitary, which is a separate hypothesis of the overlap theorem below. It acts on the two columns as

Θψ₁(k) = ψ₀(-k),  Θψ₀(k) = -ψ₁(-k).

Applying Θ twice gives -1 on these states, as for a spin-1/2 electron.

`IsKramersGauge U` requires that U(k) is unitary and 2π-periodic, and that

U(-k) = J conj(U(k)) J⁻¹.

The main theorem, `det_winding_even`, takes such a U and a continuous real θ with det U(k) = exp(iθ(k)). It concludes

det U(0) = det U(π) = 1,  θ(π) - θ(-π) = 4πn

for some integer n, so the winding number is 2n. The existence of θ is assumed; for a continuous U it follows from the usual lifting of a phase. The theorem treats a single pair of bands along one momentum direction.

## The overlap of two frames

The conditions on U follow from the frames. Let Ψ and Φ be Kramers frames for the same unitary W, with equal band projectors ΨΨ† = ΦΦ† at every k. Put U = Ψ†Φ, so that Φ = ΨU. Then

UU† = Ψ†(ΦΦ†)Ψ = (Ψ†Ψ)(Ψ†Ψ) = 1,

and U inherits periodicity from the frames. For time reversal, use W†W = 1 and (J⁻¹)† = J:

U(-k) = (J⁻¹)† conj(Ψ(k))† W†W conj(Φ(k)) J⁻¹ = J conj(U(k)) J⁻¹.

This is `overlap_isKramersGauge`, whose two `calc` blocks carry out these computations. `overlap_isKramersGauge_witness` gives a concrete pair of frames that meets its assumptions: the constant frame and the frame multiplied by exp(ik), both with W = J.

## Determinant 1 at the invariant momenta

For a 2×2 matrix A, multiplying out gives

J conj(A) J⁻¹ = [[conj(A₁₁), -conj(A₁₀)], [-conj(A₀₁), conj(A₀₀)]].

The lemma `timeReversed_entries` records this, after `J_inv` has supplied the inverse of `J`.

At k = 0 the momentum equals its negative. At k = π, periodicity gives U(-π) = U(π). In both cases A = U(k) equals its own time reverse, so

A₁₁ = conj(A₀₀),  A₁₀ = -conj(A₀₁).

Therefore

det A = A₀₀A₁₁ - A₀₁A₁₀ = |A₀₀|² + |A₀₁|² = 1,

because the first row of a unitary matrix has norm 1. In `det_eq_one_of_invariant`, `h11` and `h10` are the two entry relations and `hrow` is the row norm; `linear_combination` then combines them.

## Why the winding is even

The determinant of the time-reversed matrix is the complex conjugate of the original determinant. Hence

exp(iθ(-k)) = exp(-iθ(k)),

and the sum S(k) = θ(k) + θ(-k) is an integer multiple of 2π at every k. It is also continuous, so it is constant:

θ(k) + θ(-k) = S(0) = 2θ(0).

This is `phase_add_neg`. Its step `hint` obtains the multiples of 2π through `phase_eq_one_iff`. To prove constancy, suppose that S takes two values 2πn < 2πm. The intermediate value theorem, here `mem_range_of_exists_le_of_exists_ge`, gives a momentum where S = π(2n + 1). That value would also have to be 2πp for an integer p, making 2n + 1 = 2p, which `omega` refutes. The inequality `hle` therefore holds for every ordered pair of momenta, and applying it in both directions gives equality.

Since the determinant is 1 at both invariant momenta, there are integers a and b with θ(0) = 2πa and θ(π) = 2πb. Setting k = π in the sum rule gives θ(-π) = 2θ(0) - θ(π), and so

θ(π) - θ(-π) = 2θ(π) - 2θ(0) = 4π(b - a).

The last lines of `det_winding_even` supply b - a as the integer and combine the same three equations.

## Which windings occur, with and without spin

Every even winding is realised. The gauge change diag(exp(ink), exp(ink)) satisfies the Kramers condition, and its determinant has the angle 2nk, which grows by 4πn across the zone. This is `every_even_winding`.

For spinless time reversal the condition is U(-k) = conj(U(k)). By `spinless_any_winding`, diag(exp(imk), exp(ink)) satisfies it for all integers m and n, with determinant angle (m + n)k. The choice m = 1, n = 0 has winding 1. Unitarity, periodicity and a determinant that is conjugated under k → -k are thus not enough for evenness; the Kramers form of the symmetry supplies the sign at the invariant momenta.

The argument also gives a neighbouring parity rule for the spinless case, derived here only in prose. At k = 0 and k = π the matrix U is real, so its determinant is ±1 and θ is a multiple of π. The sum rule for θ still holds, and the winding number w = (θ(π) - θ(-π))/(2π) equals (θ(π) - θ(0))/π. Consequently

(-1)^w = det U(0) · det U(π).

An odd winding occurs exactly when the two determinants have opposite signs.
